# The empty-core form factor as a limit of vanishing screening, and its finite part at small wave number

Take a point ion of charge \(Z\) in a cell of volume \(\Omega\), in Hartree atomic units. Its attraction \(-Z/r\) has a Fourier component at wave number \(q>0\) that calls for the integral of \(\sin(qr)\) over all \(r>0\). That integral does not converge: up to \(R\) it equals \((1-\cos qR)/q\), which oscillates for ever. A damping factor \(e^{-\kappa r}\) with \(\kappa>0\) removes the contribution of the far end:
\[
\int_0^\infty \sin(qr)\,e^{-\kappa r}\,dr=\frac{q}{\kappa^2+q^2}\;\longrightarrow\;\frac1q
\qquad(\kappa\downarrow 0).
\]
Multiplied by \(-4\pi Z/(\Omega q)\), this gives the familiar \(-4\pi Z/(\Omega q^2)\). If the attraction is switched off inside a core of radius \(r_c\), the integral starts at \(r_c\), and the near end contributes \(\cos(qr_c)/q\) in place of \(1/q\). That cosine is the whole effect of the empty core.

```lean
import Mathlib

open MeasureTheory Filter Topology Set

noncomputable section

namespace AshcroftEmptyCore
```

## The ion and its potential

The model has three parameters: the valence \(Z\), the volume per ion \(\Omega\) and the core radius \(r_c\). All are positive real numbers, and \(Z\) need not be an integer. In the code they are the fields `Z`, `Ω` and `rc` of an ion `A`, which also carries the proofs of positivity.

```lean
/-- A simple metal in the empty-core model: valence `Z`, volume per ion `Ω` and core
radius `rc`, all positive. -/
structure Ion where
  Z : ℝ
  Ω : ℝ
  rc : ℝ
  Z_pos : 0 < Z
  Ω_pos : 0 < Ω
  rc_pos : 0 < rc
```

The potential energy of an electron at distance \(r\) from the ion is
\[
V_\kappa(r)=\begin{cases}0, & r\le r_c,\\[2pt] -Z e^{-\kappa r}/r, & r>r_c.\end{cases}
\]
The empty core stands for the cancellation, inside the ion, between the nuclear attraction and the repulsion that comes from orthogonality to the core states. This cancellation is postulated here. The parameter \(\kappa\) is a Yukawa damping that will be sent to zero, so the final form factor is that of the bare ion, without the response of the valence electrons.

```lean
/-- The screened empty-core potential: zero for `r ≤ rc`, and the attraction
`-Z exp(-κ r) / r` for `r > rc`. -/
def potential (A : Ion) (κ r : ℝ) : ℝ :=
  if r ≤ A.rc then 0 else -A.Z * Real.exp (-κ * r) / r
```

For a radial potential, the angular part of \(\Omega^{-1}\int V(r)\,e^{-i\mathbf q\cdot\mathbf r}\,d^3r\) can be done at once and leaves
\[
\frac{4\pi}{\Omega}\int_0^\infty r^2\,V(r)\,\operatorname{sinc}(qr)\,dr,
\qquad \operatorname{sinc}x=\frac{\sin x}{x},\quad \operatorname{sinc}0=1.
\]
The definition starts from this radial expression. It fixes the normalisation, one factor \(1/\Omega\), so the form factor is an energy. `Ioi 0` is the open half-line \(r>0\).

```lean
/-- The form factor at wave number `q` of a radial potential `V`, per cell volume `Ω ≠ 0`:
the three-dimensional Fourier integral after the angles are integrated out,
with `sinc x = sin x / x` and `sinc 0 = 1`. -/
def formFactor (Ω : ℝ) (V : ℝ → ℝ) (q : ℝ) : ℝ :=
  4 * Real.pi / Ω * ∫ r in Ioi (0 : ℝ), r ^ 2 * V r * Real.sinc (q * r)
```

The expected result is
\[
v(q)=-\frac{4\pi Z\cos(qr_c)}{\Omega q^2}.
\]

```lean
/-- The Ashcroft form factor `v(q) = -4π Z cos(q rc) / (Ω q²)`, for `q ≠ 0`. -/
def ashcroft (A : Ion) (q : ℝ) : ℝ :=
  -(4 * Real.pi * A.Z * Real.cos (q * A.rc) / (A.Ω * q ^ 2))
```

## The damped sine integral

Since \(|\sin(qr)\,e^{-\kappa r}|\le e^{-\kappa r}\), and the exponential is integrable on \(r>a\) when \(\kappa>0\), the damped sine is integrable there too. The proof is this comparison.

```lean
/-- For `κ > 0` the damped sine wave `sin(q r) exp(-κ r)` is integrable over `r > a`. -/
theorem integrableOn_tail {κ : ℝ} (hκ : 0 < κ) (q a : ℝ) :
    IntegrableOn (fun r => Real.sin (q * r) * Real.exp (-κ * r)) (Ioi a) := by
  have hm : Continuous (fun r : ℝ => Real.sin (q * r) * Real.exp (-κ * r)) := by fun_prop
  refine Integrable.mono' (exp_neg_integrableOn_Ioi a hκ) hm.aestronglyMeasurable ?_
  refine Eventually.of_forall fun r => ?_
  rw [Real.norm_eq_abs, abs_mul, abs_of_pos (Real.exp_pos _)]
  exact mul_le_of_le_one_left (Real.exp_pos _).le (Real.abs_sin_le_one _)
```

For its value, differentiate
\[
F(r)=-\frac{e^{-\kappa r}\bigl(\kappa\sin qr+q\cos qr\bigr)}{\kappa^2+q^2}.
\]
The product rule gives
\[
F'(r)=\frac{e^{-\kappa r}\bigl(\kappa^2\sin qr+\kappa q\cos qr-\kappa q\cos qr+q^2\sin qr\bigr)}{\kappa^2+q^2}
=e^{-\kappa r}\sin qr .
\]
Moreover \(|F(r)|\le e^{-\kappa r}(\kappa+|q|)/(\kappa^2+q^2)\), which tends to zero at large \(r\). The integral is therefore \(0-F(a)\):
\[
\int_a^\infty\sin(qr)\,e^{-\kappa r}\,dr=\frac{e^{-\kappa a}\bigl(\kappa\sin qa+q\cos qa\bigr)}{\kappa^2+q^2}.
\]
In the proof, `hderiv` is the derivative, `hlim` is the decay, obtained by squeezing, and the last rewrite is the fundamental theorem of calculus on a half-line. Setting \(a=0\) recovers the point-ion integral above.

```lean
/-- For `κ > 0` the integral of `sin(q r) exp(-κ r)` over `r > a` is
`exp(-κ a) (κ sin(q a) + q cos(q a)) / (κ² + q²)`. -/
theorem integral_tail {κ : ℝ} (hκ : 0 < κ) (q a : ℝ) :
    ∫ r in Ioi a, Real.sin (q * r) * Real.exp (-κ * r) =
      Real.exp (-κ * a) * (κ * Real.sin (q * a) + q * Real.cos (q * a)) / (κ ^ 2 + q ^ 2) := by
  have hD : 0 < κ ^ 2 + q ^ 2 := by positivity
  -- an explicit antiderivative
  have hderiv : ∀ r ∈ Ici a, HasDerivAt (fun r : ℝ =>
      -(Real.exp (-κ * r) * (κ * Real.sin (q * r) + q * Real.cos (q * r))) / (κ ^ 2 + q ^ 2))
      (Real.sin (q * r) * Real.exp (-κ * r)) r := by
    intro r _
    have hl (c : ℝ) : HasDerivAt (fun x : ℝ => c * x) c r := by
      simpa using (hasDerivAt_id' r).const_mul c
    refine (((hl (-κ)).exp.fun_mul (((hl q).sin.const_mul κ).fun_add
      ((hl q).cos.const_mul q))).fun_neg.div_const (κ ^ 2 + q ^ 2)).congr_deriv ?_
    rw [div_eq_iff hD.ne']
    ring
  -- it dies out at large distance
  have hexp : Tendsto (fun r : ℝ => Real.exp (-κ * r)) atTop (𝓝 0) :=
    Real.tendsto_exp_atBot.comp (tendsto_id.const_mul_atTop_of_neg (neg_lt_zero.mpr hκ))
  have hlim : Tendsto (fun r : ℝ =>
      -(Real.exp (-κ * r) * (κ * Real.sin (q * r) + q * Real.cos (q * r))) / (κ ^ 2 + q ^ 2))
      atTop (𝓝 0) := by
    have hb := hexp.mul_const ((κ + |q|) / (κ ^ 2 + q ^ 2))
    rw [zero_mul] at hb
    refine squeeze_zero_norm (fun r => ?_) hb
    have h1 : |κ * Real.sin (q * r) + q * Real.cos (q * r)| ≤ κ + |q| := by
      refine (abs_add_le _ _).trans (add_le_add ?_ ?_)
      · rw [abs_mul, abs_of_pos hκ]
        exact mul_le_of_le_one_right hκ.le (Real.abs_sin_le_one _)
      · rw [abs_mul]
        exact mul_le_of_le_one_right (abs_nonneg q) (Real.abs_cos_le_one _)
    rw [Real.norm_eq_abs, abs_div, abs_neg, abs_mul, abs_of_pos (Real.exp_pos _),
      abs_of_pos hD, mul_div_assoc]
    gcongr
  rw [integral_Ioi_of_hasDerivAt_of_tendsto' hderiv (integrableOn_tail hκ q a) hlim]
  ring
```

## From the form factor to the sine integral

For \(q\ne0\) and \(r>r_c\) the powers of \(r\) cancel:
\[
r^2\cdot\Bigl(-\frac{Z e^{-\kappa r}}{r}\Bigr)\cdot\frac{\sin qr}{qr}=-\frac Zq\,\sin(qr)\,e^{-\kappa r}.
\]
For \(r\le r_c\) the integrand is zero. Hence the form factor is
\[
-\frac{4\pi Z}{\Omega q}\int_{r_c}^\infty\sin(qr)\,e^{-\kappa r}\,dr .
\]
The proof writes the integrand as an indicator function of \(r>r_c\), checks both cases point by point (`hpt`), and then shrinks the domain of integration. The theorem puts no condition on \(\kappa\), but it has content only for \(\kappa>0\): otherwise the integrals do not converge absolutely, and Lean gives both the value zero. This is also why the bare ion has to be reached as a limit and not by inserting \(\kappa=0\).

```lean
/-- For `q ≠ 0` the form factor of the screened empty-core potential is
`-(4π Z / (Ω q))` times the integral of `sin(q r) exp(-κ r)` over the region outside the core. -/
theorem formFactor_potential (A : Ion) (κ : ℝ) {q : ℝ} (hq : q ≠ 0) :
    formFactor A.Ω (potential A κ) q = -(4 * Real.pi * A.Z / (A.Ω * q)) *
      ∫ r in Ioi A.rc, Real.sin (q * r) * Real.exp (-κ * r) := by
  -- the integrand lives outside the core only
  have hpt : EqOn (fun r => r ^ 2 * potential A κ r * Real.sinc (q * r))
      ((Ioi A.rc).indicator
        (fun r => -(A.Z / q) * (Real.sin (q * r) * Real.exp (-κ * r)))) (Ioi 0) := by
    intro r hr
    have hr0 : r ≠ 0 := ne_of_gt hr
    by_cases h : r ≤ A.rc
    · have hn : r ∉ Ioi A.rc := not_lt.mpr h
      simp only [indicator_of_notMem hn, potential, if_pos h, mul_zero, zero_mul]
    · have hi : r ∈ Ioi A.rc := not_le.mp h
      simp only [indicator_of_mem hi, potential, if_neg h,
        Real.sinc_of_ne_zero (mul_ne_zero hq hr0)]
      field_simp
  unfold formFactor
  rw [setIntegral_congr_fun measurableSet_Ioi hpt, setIntegral_indicator measurableSet_Ioi,
    inter_eq_right.mpr (Ioi_subset_Ioi A.rc_pos.le), integral_const_mul]
  ring
```

## Removing the damping

Insert the closed value with \(a=r_c\). For \(q\ne0\) the denominator \(\kappa^2+q^2\) stays away from zero, so the expression is continuous at \(\kappa=0\), where it equals
\[
-\frac{4\pi Z}{\Omega q}\cdot\frac{q\cos(qr_c)}{q^2}=v(q).
\]
The filter `𝓝[>] 0` says that \(\kappa\) approaches zero through positive values. In the proof, `hc` is the continuity, `hval` the value at zero, and the last lines replace the closed form by the form factor for every \(\kappa>0\).

The condition \(q\ne0\) matters physically. At \(q=0\) the form factor is \(-(4\pi Z/\Omega)\int_{r_c}^\infty r\,e^{-\kappa r}dr\), which goes to \(-\infty\) as \(\kappa\downarrow0\): the long range of the Coulomb attraction.

```lean
/-- Ashcroft's form factor: for `q ≠ 0`, the form factor of the screened empty-core potential
tends to `-4π Z cos(q rc) / (Ω q²)` as the screening `κ` decreases to zero. -/
theorem tendsto_ashcroft (A : Ion) {q : ℝ} (hq : q ≠ 0) :
    Tendsto (fun κ => formFactor A.Ω (potential A κ) q) (𝓝[>] 0) (𝓝 (ashcroft A q)) := by
  have hΩ := A.Ω_pos.ne'
  -- the closed form is continuous at zero screening
  have hc : ContinuousAt (fun κ : ℝ => -(4 * Real.pi * A.Z / (A.Ω * q)) *
      (Real.exp (-κ * A.rc) * (κ * Real.sin (q * A.rc) + q * Real.cos (q * A.rc)) /
        (κ ^ 2 + q ^ 2))) 0 := by
    refine ContinuousAt.mul continuousAt_const (ContinuousAt.div (by fun_prop) (by fun_prop) ?_)
    simpa using hq
  have hval : -(4 * Real.pi * A.Z / (A.Ω * q)) *
      (Real.exp (-0 * A.rc) * (0 * Real.sin (q * A.rc) + q * Real.cos (q * A.rc)) /
        (0 ^ 2 + q ^ 2)) = ashcroft A q := by
    simp only [ashcroft, neg_zero, zero_mul, Real.exp_zero, one_mul, zero_add, ne_eq,
      OfNat.ofNat_ne_zero, not_false_eq_true, zero_pow]
    field_simp
  rw [← hval]
  refine (hc.tendsto.mono_left nhdsWithin_le_nhds).congr' ?_
  filter_upwards [self_mem_nhdsWithin] with κ hκ
  rw [formFactor_potential A κ hq, integral_tail hκ]
```

## What remains after the Coulomb divergence

Subtract the point-ion term \(-4\pi Z/(\Omega q^2)\) and use \(1-\cos x=2\sin^2(x/2)\):
\[
v(q)+\frac{4\pi Z}{\Omega q^2}
=\frac{4\pi Z}{\Omega q^2}\bigl(1-\cos qr_c\bigr)
=\frac{8\pi Z}{\Omega q^2}\sin^2\frac{qr_c}{2}
=\frac{2\pi Z r_c^2}{\Omega}\,\operatorname{sinc}^2\frac{qr_c}{2}.
\]
This is an identity for every \(q\ne0\), not an expansion in small \(q\). In the proof, `hcos` is the half-angle formula and the rest is algebra.

```lean
/-- For `q ≠ 0`, the Ashcroft form factor with the point-ion part `-4π Z / (Ω q²)` removed is
`(2π Z rc² / Ω) sinc²(q rc / 2)`. -/
theorem ashcroft_add_coulomb (A : Ion) {q : ℝ} (hq : q ≠ 0) :
    ashcroft A q + 4 * Real.pi * A.Z / (A.Ω * q ^ 2) =
      2 * Real.pi * A.Z * A.rc ^ 2 / A.Ω * Real.sinc (q * A.rc / 2) ^ 2 := by
  have hΩ := A.Ω_pos.ne'
  have hrc := A.rc_pos.ne'
  -- half-angle formula
  have hcos : Real.cos (q * A.rc) = 1 - 2 * Real.sin (q * A.rc / 2) ^ 2 := by
    have h := Real.cos_two_mul (q * A.rc / 2)
    rw [show 2 * (q * A.rc / 2) = q * A.rc by ring] at h
    linear_combination h + 2 * Real.sin_sq_add_cos_sq (q * A.rc / 2)
  rw [ashcroft, hcos, Real.sinc_of_ne_zero (by positivity)]
  generalize Real.sin (q * A.rc / 2) = s
  field_simp
  ring
```

The right-hand side is continuous at \(q=0\), where \(\operatorname{sinc}0=1\), so
\[
v(q)+\frac{4\pi Z}{\Omega q^2}\;\longrightarrow\;\frac{2\pi Z r_c^2}{\Omega}\qquad(q\to0).
\]
The limit is the attraction taken out of the core, averaged over the cell: \(\Omega^{-1}\int_0^{r_c}(Z/r)\,4\pi r^2dr\). It vanishes as \(r_c\to0\), as it should for a point ion. The filter `𝓝[≠] 0` lets \(q\) approach zero from both sides without reaching it.

```lean
/-- As `q` tends to zero, the Ashcroft form factor with the point-ion part removed tends to
`2π Z rc² / Ω`. -/
theorem tendsto_ashcroft_add_coulomb (A : Ion) :
    Tendsto (fun q => ashcroft A q + 4 * Real.pi * A.Z / (A.Ω * q ^ 2)) (𝓝[≠] 0)
      (𝓝 (2 * Real.pi * A.Z * A.rc ^ 2 / A.Ω)) := by
  have hc : Continuous (fun q : ℝ =>
      2 * Real.pi * A.Z * A.rc ^ 2 / A.Ω * Real.sinc (q * A.rc / 2) ^ 2) :=
    continuous_const.mul ((Real.continuous_sinc.comp
      (by fun_prop : Continuous fun q : ℝ => q * A.rc / 2)).pow 2)
  have h := hc.tendsto 0
  simp only [zero_mul, zero_div, Real.sinc_zero, one_pow, mul_one] at h
  refine (h.mono_left nhdsWithin_le_nhds).congr' ?_
  filter_upwards [self_mem_nhdsWithin] with q hq
  exact (ashcroft_add_coulomb A hq).symm
```

In a plane-wave or orbital-free calculation on a crystal of such ions, the potential of the ions at a reciprocal lattice vector \(\mathbf G\ne0\) is \(v(|\mathbf G|)\) times the structure factor per ion. At \(\mathbf G=0\) the divergent term is left out, because in a neutral cell it cancels against the electron–electron and ion–ion terms. The finite constant stays: with \(Z\) valence electrons per ion it adds \(2\pi Z^2r_c^2/\Omega\) to the energy per ion. As this depends on \(\Omega\), it contributes to the pressure.

## The first node

For \(0<q<\pi/(2r_c)\) the argument \(qr_c\) lies between \(0\) and \(\pi/2\), so its cosine is positive and \(v(q)<0\). At \(q=\pi/(2r_c)\) the cosine is zero, and so is \(v\). The two halves of the proof are these two observations.

For nearly free electrons in a crystal with one such ion per cell, the first-order gap at an isolated Bragg plane is \(2|v(|\mathbf G|)|\) before screening by the electrons, so it closes when \(|\mathbf G|\) falls on the node. This band-structure reading, like the energy bookkeeping above, is physics added to the theorems, which concern the form factor of a single ion.

```lean
/-- The first node: the Ashcroft form factor is negative for `0 < q < π / (2 rc)` and
vanishes at `q = π / (2 rc)`. -/
theorem ashcroft_first_node (A : Ion) :
    (∀ q, 0 < q → q < Real.pi / (2 * A.rc) → ashcroft A q < 0) ∧
      ashcroft A (Real.pi / (2 * A.rc)) = 0 := by
  have hZ := A.Z_pos
  have hΩ := A.Ω_pos
  have hrc := A.rc_pos
  constructor
  · intro q hq h
    rw [lt_div_iff₀ (by positivity)] at h
    have hpos : 0 < q * A.rc := mul_pos hq hrc
    have hcos : 0 < Real.cos (q * A.rc) :=
      Real.cos_pos_of_mem_Ioo ⟨by linarith [Real.pi_pos], by linarith⟩
    exact neg_lt_zero.mpr (div_pos (mul_pos (by positivity) hcos) (by positivity))
  · have harg : Real.pi / (2 * A.rc) * A.rc = Real.pi / 2 := by field_simp
    rw [ashcroft, harg, Real.cos_pi_div_two, mul_zero, zero_div, neg_zero]

end AshcroftEmptyCore
```

```lean
#print axioms AshcroftEmptyCore.formFactor_potential
-- 'AshcroftEmptyCore.formFactor_potential' depends on axioms: [propext, Classical.choice, Quot.sound]
#print axioms AshcroftEmptyCore.tendsto_ashcroft
-- 'AshcroftEmptyCore.tendsto_ashcroft' depends on axioms: [propext, Classical.choice, Quot.sound]
#print axioms AshcroftEmptyCore.tendsto_ashcroft_add_coulomb
-- 'AshcroftEmptyCore.tendsto_ashcroft_add_coulomb' depends on axioms: [propext, Classical.choice, Quot.sound]
#print axioms AshcroftEmptyCore.ashcroft_first_node
-- 'AshcroftEmptyCore.ashcroft_first_node' depends on axioms: [propext, Classical.choice, Quot.sound]
```
